# For $l\ge 1$, the scalar-relativistic exponent at a point nucleus is the weighted root mean square of the two Dirac exponents and exceeds their weighted mean

An exponent here is the power $\gamma$ in $P\sim r^\gamma$, where the radial function $P$ includes the factor $r$. The weights are in the ratio of the numbers of states in the two Dirac channels, the scalar-relativistic equation is obtained from the radial Dirac equation by eliminating the small component and then dropping the spin-orbit term, and the nuclear charge times the fine-structure constant is at most $l$. For a $p$ electron near a point nucleus of vanishingly small charge, the two Dirac exponents tend to $2$ and $1$, with weights $2$ and $1$: their mean is $5/3$ and their mean square is $3$. The scalar-relativistic exponent tends to $\sqrt3\approx1.732$, so it follows the mean of the squares and lies above the mean $5/3\approx1.667$.

```lean
import Mathlib

namespace ScalarRelativisticExponent

noncomputable section

/-- The number `γ` is a leading exponent of the radial system `r P' = x P + y Q`, `r Q' = z P - x Q`
if some nonzero pair `(p r ^ γ, q r ^ γ)` solves it at every `r > 0`. -/
def IsLeadingExponent (x y z γ : ℝ) : Prop :=
  ∃ p q : ℝ, (p ≠ 0 ∨ q ≠ 0) ∧ ∀ r : ℝ, 0 < r →
    HasDerivAt (fun t : ℝ => p * t ^ γ) ((x * (p * r ^ γ) + y * (q * r ^ γ)) / r) r ∧
    HasDerivAt (fun t : ℝ => q * t ^ γ) ((z * (p * r ^ γ) - x * (q * r ^ γ)) / r) r

/-- The Dirac exponent `√(κ² - a²)` for the relativistic quantum number `κ`, where `a` is
the nuclear charge times the fine-structure constant. -/
def diracExponent (κ a : ℝ) : ℝ := √(κ ^ 2 - a ^ 2)

/-- The scalar-relativistic exponent `√(l(l+1) + 1 - a²)`. -/
def scalarExponent (l : ℕ) (a : ℝ) : ℝ := √((l : ℝ) * (l + 1) + 1 - a ^ 2)

/-- The mean of the Dirac exponents for `κ = -(l+1)` and `κ = l`, with weights
`l + 1` and `l`. -/
def averagedExponent (l : ℕ) (a : ℝ) : ℝ :=
  (((l : ℝ) + 1) * diracExponent (-((l : ℝ) + 1)) a + l * diracExponent l a) / (2 * l + 1)

/-- The radial derivative of a power function, written with the power itself. -/
lemma hasDerivAt_power (c γ : ℝ) {r : ℝ} (hr : 0 < r) :
    HasDerivAt (fun t : ℝ => c * t ^ γ) (γ * (c * r ^ γ) / r) r := by
  have h := (Real.hasDerivAt_rpow_const (p := γ) (Or.inl hr.ne')).const_mul c
  rw [Real.rpow_sub_one hr.ne'] at h
  exact h.congr_deriv (by ring)

/-- Indicial equation: when `Q` enters the equation for `P`, the leading exponents of the
radial system are exactly the solutions of `γ² = x² + y z`. -/
theorem isLeadingExponent_iff (x y z γ : ℝ) (hy : y ≠ 0) :
    IsLeadingExponent x y z γ ↔ γ ^ 2 = x ^ 2 + y * z := by
  constructor
  · rintro ⟨p, q, hpq, h⟩
    obtain ⟨h1, h2⟩ := h 1 one_pos
    -- comparing derivatives at r = 1 gives the eigenvalue equations
    have e1 := (hasDerivAt_power p γ one_pos).unique h1
    have e2 := (hasDerivAt_power q γ one_pos).unique h2
    simp only [Real.one_rpow, mul_one, div_one] at e1 e2
    rcases hpq with hp | hq
    · apply mul_right_cancel₀ hp
      linear_combination (γ + x) * e1 + y * e2
    · apply mul_right_cancel₀ hq
      linear_combination (γ - x) * e2 + z * e1
  · intro h
    -- the amplitudes (y, γ - x) solve the system
    refine ⟨y, γ - x, Or.inl hy, fun r hr => ⟨?_, ?_⟩⟩
    · exact (hasDerivAt_power y γ hr).congr_deriv (by ring)
    · exact (hasDerivAt_power (γ - x) γ hr).congr_deriv
        (by linear_combination (r ^ γ / r) * h)

/-- A positive number has square `X` exactly when it is the square root of `X`. -/
lemma sq_eq_iff_eq_sqrt {γ X : ℝ} (hγ : 0 < γ) : γ ^ 2 = X ↔ γ = √X := by
  constructor
  · intro h
    rw [← h, Real.sqrt_sq hγ.le]
  · intro h
    have hX : 0 < X := Real.sqrt_pos.mp (h ▸ hγ)
    rw [h, Real.sq_sqrt hX.le]

/-- For `a ≠ 0`, a positive number is a leading exponent of the Dirac radial system near a point
nucleus, `r P' = -κ P + a Q`, `r Q' = -a P + κ Q`, exactly when it equals the Dirac exponent. -/
theorem dirac_leading_iff (κ a γ : ℝ) (ha : a ≠ 0) (hγ : 0 < γ) :
    IsLeadingExponent (-κ) a (-a) γ ↔ γ = diracExponent κ a := by
  have e : (-κ) ^ 2 + a * (-a) = κ ^ 2 - a ^ 2 := by ring
  rw [isLeadingExponent_iff _ _ _ _ ha, e, sq_eq_iff_eq_sqrt hγ, diracExponent]

/-- For `a ≠ 0`, a positive number is a leading exponent of the scalar-relativistic radial system
near a point nucleus, `r P' = P + a Q`, `r Q' = (l(l+1)/a - a) P - Q`, exactly when it equals the
scalar-relativistic exponent. -/
theorem scalar_leading_iff (l : ℕ) (a γ : ℝ) (ha : a ≠ 0) (hγ : 0 < γ) :
    IsLeadingExponent 1 a ((l : ℝ) * (l + 1) / a - a) γ ↔ γ = scalarExponent l a := by
  have e : (1 : ℝ) ^ 2 + a * ((l : ℝ) * (l + 1) / a - a) = (l : ℝ) * (l + 1) + 1 - a ^ 2 := by
    field_simp
    ring
  rw [isLeadingExponent_iff _ _ _ _ ha, e, sq_eq_iff_eq_sqrt hγ, scalarExponent]

/-- For `0 ≤ a ≤ l` the squared scalar-relativistic exponent is the weighted mean of the two squared
Dirac exponents. -/
theorem scalarExponent_sq (l : ℕ) (a : ℝ) (ha : 0 ≤ a) (hal : a ≤ l) :
    scalarExponent l a ^ 2 = (((l : ℝ) + 1) * diracExponent (-((l : ℝ) + 1)) a ^ 2
      + l * diracExponent l a ^ 2) / (2 * l + 1) := by
  have hl : (0 : ℝ) ≤ l := Nat.cast_nonneg l
  have h1 : a ^ 2 ≤ (l : ℝ) ^ 2 := pow_le_pow_left₀ ha hal 2
  have hne : (2 * (l : ℝ) + 1) ≠ 0 := by positivity
  unfold scalarExponent diracExponent
  rw [Real.sq_sqrt (by nlinarith), Real.sq_sqrt (by nlinarith), Real.sq_sqrt (by linarith),
    eq_div_iff hne]
  ring

/-- For `0 ≤ a ≤ l` the square of the scalar-relativistic exponent equals the square of the averaged
Dirac exponent plus `l(l+1)` over the squared sum of the two Dirac exponents. -/
theorem scalarExponent_sq_gap (l : ℕ) (a : ℝ) (ha : 0 ≤ a) (hal : a ≤ l) :
    scalarExponent l a ^ 2 = averagedExponent l a ^ 2 +
      (l : ℝ) * (l + 1) / (diracExponent (-((l : ℝ) + 1)) a + diracExponent l a) ^ 2 := by
  have hl : (0 : ℝ) ≤ l := Nat.cast_nonneg l
  have h1 : a ^ 2 ≤ (l : ℝ) ^ 2 := pow_le_pow_left₀ ha hal 2
  have hG : diracExponent (-((l : ℝ) + 1)) a ^ 2 = (-((l : ℝ) + 1)) ^ 2 - a ^ 2 :=
    Real.sq_sqrt (by nlinarith)
  have hg : diracExponent l a ^ 2 = (l : ℝ) ^ 2 - a ^ 2 := Real.sq_sqrt (by linarith)
  have hGpos : 0 < diracExponent (-((l : ℝ) + 1)) a := Real.sqrt_pos.2 (by nlinarith)
  have hgnn : 0 ≤ diracExponent l a := Real.sqrt_nonneg _
  rw [scalarExponent_sq l a ha hal]
  unfold averagedExponent
  generalize diracExponent (-((l : ℝ) + 1)) a = G at *
  generalize diracExponent (l : ℝ) a = g at *
  have hne : (2 * (l : ℝ) + 1) ≠ 0 := by positivity
  have hs : G + g ≠ 0 := by positivity
  -- the difference of the exponents is fixed by their sum
  have hprod : (G - g) * (G + g) = 2 * (l : ℝ) + 1 := by linear_combination hG - hg
  have hd : (l : ℝ) * (l + 1) / (G + g) ^ 2
      = (l : ℝ) * (l + 1) * (G - g) ^ 2 / (2 * l + 1) ^ 2 := by
    rw [div_eq_div_iff (pow_ne_zero 2 hs) (pow_ne_zero 2 hne), ← hprod]
    ring
  rw [hd, div_pow, ← add_div, div_eq_div_iff hne (pow_ne_zero 2 hne)]
  ring

/-- For `l ≥ 1` and `0 ≤ a ≤ l` the scalar-relativistic exponent is the weighted
root-mean-square of the two Dirac exponents, and it is strictly larger than their
weighted mean. -/
theorem scalarExponent_main (l : ℕ) (a : ℝ) (hl : 1 ≤ l) (ha : 0 ≤ a) (hal : a ≤ l) :
    scalarExponent l a = √((((l : ℝ) + 1) * diracExponent (-((l : ℝ) + 1)) a ^ 2
      + l * diracExponent l a ^ 2) / (2 * l + 1)) ∧
    averagedExponent l a < scalarExponent l a := by
  have hs : 0 ≤ scalarExponent l a := Real.sqrt_nonneg _
  refine ⟨by rw [← scalarExponent_sq l a ha hal, Real.sqrt_sq hs], ?_⟩
  have hl' : (1 : ℝ) ≤ l := by exact_mod_cast hl
  have hG : 0 < diracExponent (-((l : ℝ) + 1)) a := Real.sqrt_pos.2 (by nlinarith)
  have hg : 0 ≤ diracExponent l a := Real.sqrt_nonneg _
  have hpos : 0 < (l : ℝ) * (l + 1) /
      (diracExponent (-((l : ℝ) + 1)) a + diracExponent l a) ^ 2 := by
    apply div_pos
    · nlinarith
    · exact pow_pos (by linarith) 2
  -- the gap between the squares is positive
  apply lt_of_pow_lt_pow_left₀ 2 hs
  linarith [scalarExponent_sq_gap l a ha hal]

/-- For `l ≥ 1` and `0 ≤ a ≤ l` the scalar-relativistic exponent lies strictly between the two Dirac
exponents. -/
theorem scalarExponent_between (l : ℕ) (a : ℝ) (hl : 1 ≤ l) (ha : 0 ≤ a) (hal : a ≤ l) :
    diracExponent l a < scalarExponent l a ∧
    scalarExponent l a < diracExponent (-((l : ℝ) + 1)) a := by
  have hl' : (1 : ℝ) ≤ l := by exact_mod_cast hl
  have h1 : a ^ 2 ≤ (l : ℝ) ^ 2 := pow_le_pow_left₀ ha hal 2
  exact ⟨Real.sqrt_lt_sqrt (by linarith) (by nlinarith),
    Real.sqrt_lt_sqrt (by nlinarith) (by nlinarith)⟩

/-- For `l = 0` the scalar-relativistic exponent equals the averaged Dirac exponent. -/
theorem scalarExponent_zero (a : ℝ) : scalarExponent 0 a = averagedExponent 0 a := by
  simp [scalarExponent, averagedExponent, diracExponent]

end

end ScalarRelativisticExponent
```

```lean
#print axioms ScalarRelativisticExponent.dirac_leading_iff
-- 'ScalarRelativisticExponent.dirac_leading_iff' depends on axioms: [propext, Classical.choice, Quot.sound]
#print axioms ScalarRelativisticExponent.scalarExponent_main
-- 'ScalarRelativisticExponent.scalarExponent_main' depends on axioms: [propext, Classical.choice, Quot.sound]
#print axioms ScalarRelativisticExponent.scalarExponent_between
-- 'ScalarRelativisticExponent.scalarExponent_between' depends on axioms: [propext, Classical.choice, Quot.sound]
#print axioms ScalarRelativisticExponent.scalarExponent_zero
-- 'ScalarRelativisticExponent.scalarExponent_zero' depends on axioms: [propext, Classical.choice, Quot.sound]
```

## Two radial systems near the nucleus

Let $a$ be the nuclear charge times the fine-structure constant, and let $P$ and $Q$ be the large and small radial components, each including the factor $r$. Close to a point nucleus the Coulomb potential dominates the energy and the rest-mass term. The radial Dirac equation for the quantum number $\kappa$ then reduces to

$$rP'=-\kappa P+aQ,\qquad rQ'=-aP+\kappa Q .$$

The scalar-relativistic equation considered here is obtained by eliminating the small component and dropping the spin-orbit term, which is the one proportional to $\kappa+1$. Written again as a first-order pair, with $Q$ now defined by the first equation of the pair, it reduces to

$$rP'=P+aQ,\qquad rQ'=\Big(\frac{l(l+1)}{a}-a\Big)P-Q .$$

Both have the form $rP'=xP+yQ$, $rQ'=zP-xQ$. The ansatz $P=p\,r^\gamma$, $Q=q\,r^\gamma$ turns this into

$$\gamma p=xp+yq,\qquad \gamma q=zp-xq .$$

Multiplying the first equation by $\gamma+x$ and using $(\gamma+x)q=zp$ gives $(\gamma^2-x^2)p=yzp$. Multiplying the second by $\gamma-x$ and using $(\gamma-x)p=yq$ gives $(\gamma^2-x^2)q=yzq$. Since $p$ and $q$ are not both zero,

$$\gamma^2=x^2+yz .$$

Conversely, if this holds and $y\neq0$, the amplitudes $p=y$, $q=\gamma-x$ solve both equations. For the Dirac system the condition reads $\gamma^2=\kappa^2-a^2$; for the scalar-relativistic one it reads $\gamma^2=l(l+1)+1-a^2$. The positive roots are

$$g_k=\sqrt{k^2-a^2}\quad(k=|\kappa|),\qquad s=\sqrt{l(l+1)+1-a^2}.$$

## Why the squares average exactly

An orbital quantum number $l\ge1$ belongs to two Dirac channels, $\kappa=-(l+1)$ with $2l+2$ states and $\kappa=l$ with $2l$ states. This is the origin of the weights $l+1$ and $l$.

In both channels $\kappa(\kappa+1)=l(l+1)$, hence $\kappa^2-a^2=s^2-(\kappa+1)$. Written out,

$$g_{l+1}^2=s^2+l,\qquad g_l^2=s^2-(l+1).$$

In the weighted sum the shifts cancel, because $(l+1)\,l-l\,(l+1)=0$. Therefore

$$s^2=\frac{(l+1)g_{l+1}^2+l\,g_l^2}{2l+1}.$$

The same two relations show that $g_l<s<g_{l+1}$.

## The gap to the averaged exponent

Let $\bar g=\big((l+1)g_{l+1}+l\,g_l\big)/(2l+1)$. The mean of the squares minus the square of the mean is a variance, and for two values it equals the product of the normalised weights times the squared difference:

$$s^2-\bar g^2=\frac{l(l+1)}{(2l+1)^2}\,(g_{l+1}-g_l)^2 .$$

Since $g_{l+1}^2-g_l^2=(l+1)^2-l^2=2l+1$, the difference of the exponents is $(2l+1)/(g_{l+1}+g_l)$, and

$$s^2-\bar g^2=\frac{l(l+1)}{(g_{l+1}+g_l)^2}.$$

For $l\ge1$ the right-hand side is positive. Both $s$ and $\bar g$ are nonnegative, so $s>\bar g$. In the opening example the gap is $3-25/9=2/9$, in agreement with $2/(2+1)^2$.

For $l=0$ only $\kappa=-1$ carries weight, and $s=\bar g=\sqrt{1-a^2}$ for $a\le1$. The Lean statement `scalarExponent_zero` has no such bound, because Lean sets the square root of a negative number to $0$; for $a>1$ it says nothing about an exponent.

## What the Lean statements say

`IsLeadingExponent x y z γ` says that some real amplitudes `p` and `q`, not both zero, make the pair of powers a solution of the two-component system at every $r>0$. The derivatives are expressed through `HasDerivAt`, with the system divided by $r$. `isLeadingExponent_iff` is the indicial equation, under the hypothesis `y ≠ 0` that $Q$ feeds into the equation for $P$.

`dirac_leading_iff` and `scalar_leading_iff` insert the two physical systems. They say that, for $a\ne0$, a positive number is a leading exponent exactly when it equals `diracExponent κ a` or `scalarExponent l a` respectively. The square-root formulas are thus tied to the differential systems, while the reduction of the full radial equations to these systems is taken as the model.

In `averagedExponent`, the term `diracExponent (-((l : ℝ) + 1)) a` is $g_{l+1}$ and `diracExponent l a` is $g_l$. `scalarExponent_sq` is the identity for the squares. `scalarExponent_main` states it as a root mean square and adds the strict inequality, for natural $l\ge1$ and $0\le a\le l$. The upper bound keeps $g_l$ real. For charges at which $a<1$, it holds for every $l\ge1$.

The endpoint $a=l$ is included. There $g_l=0$, a value that the indicial equation admits but that `dirac_leading_iff`, being about positive exponents, does not address.

The comparison theorems also allow $a=0$, where they are statements about the square-root formulas alone. The value $\sqrt{l(l+1)+1}$ is the limit of the exponent as the charge tends to zero, taken after $r\to0$; the Schrödinger equation itself gives $P\sim r^{l+1}$. A nucleus of finite size removes the $1/r$ singularity of the potential and changes the exponents.

The result bears on all-electron atomic calculations with a point nucleus: if an outward integration of the scalar-relativistic equation is started from its leading power, the power of $P$ is $r^s$, and for $l\ge1$ the averaged Dirac exponent would be too small.

## How the proofs follow the algebra

`hasDerivAt_power` writes the derivative of $c\,r^\gamma$ as $\gamma\,c\,r^\gamma/r$, which matches the form of the system. In the forward direction of `isLeadingExponent_iff`, the solution is evaluated at $r=1$, where all powers equal one. Uniqueness of the derivative then yields the two amplitude equations `e1` and `e2`. The two `linear_combination` calls are the multiplications by $\gamma+x$ and $\gamma-x$ made above, followed by cancelling whichever amplitude is nonzero. The reverse direction supplies the amplitudes $(y,\gamma-x)$.

`sq_eq_iff_eq_sqrt` selects the positive root, and the two system-specific theorems need only the value of $x^2+yz$ in addition.

For `scalarExponent_sq`, the three square roots are squared after checking that their arguments are nonnegative. Clearing the denominator leaves a polynomial identity for `ring`, equivalent to $(l+1)^3+l^3=(2l+1)(l^2+l+1)$.

`scalarExponent_sq_gap` replaces the two Dirac exponents by letters `G` and `g`, keeping the facts about their squares. The step `hprod` is $(G-g)(G+g)=2l+1$, and `hd` uses it to turn the gap into the variance form. What remains is the two-point variance identity, again settled by `ring`.

In `scalarExponent_main`, the first part takes the square root of the identity for the squares. For the second part, `hpos` shows that the gap is positive, and `lt_of_pow_lt_pow_left₀` passes from the inequality of the squares to that of the exponents.

`scalarExponent_between` compares the arguments of the square roots directly, and `scalarExponent_zero` follows by simplification, since the second Dirac channel has weight zero.
